# Normal ordering of \((a+b)^n\) when \(ab-ba=1\)

Expand \((a+a^\dagger)^2\) by the ordinary binomial theorem, with every \(a^\dagger\) on the left, and its vacuum expectation comes out as 0. The correct value is 1, the zero-point spread of an oscillator's position in units where \(x=a+a^\dagger\). Each reordering of \(a\,a^\dagger\) leaves a commutator behind, and higher powers collect many of them. For \(ab-ba=1\) the full count is

\[
(a+b)^n=\sum_{2m\le n}\binom{n}{2m}(2m-1)!!\sum_{k=0}^{n-2m}\binom{n-2m}{k}b^k a^{n-2m-k}.
\]

Here \(b\) stands for \(a^\dagger\), not for a second mode, and \((-1)!!=1\). Multiplied by \(t^n/n!\), these are the order-\(t^n\) terms of \(e^{t(a+b)}=e^{t^2/2}e^{tb}e^{ta}\); the theorems concern the powers, with no exponential or convergence. For a single mode, the formula gives the normally ordered form of polynomial anharmonic terms such as \(x^4\).

## No relation needed: ordered powers

The letters `a`, `b`, `c` are elements of an arbitrary ring `R`, so neither an adjoint nor a Hilbert space is assumed.

```lean
import Mathlib

open Finset Polynomial
open scoped Nat

namespace QuadratureOrdering

variable {R : Type*} [Ring R] {a b c : R}
```

Write \(N_n\) for the normally ordered power \(:(a+b)^n:\), which is `normalPow a b n`.

```lean
/-- The normally ordered power `:(a + b)^n:`, the binomial expansion with every `b`
to the left of every `a`. -/
def normalPow (a b : R) (n : ℕ) : R :=
  ∑ k ∈ range (n + 1), n.choose k • (b ^ k * a ^ (n - k))
```

Write \(p(n,m)=\binom{n}{2m}(2m-1)!!\) for the number of ways to choose \(m\) disjoint pairs among \(n\) factors.

```lean
/-- The number `C(n, 2m) (2m - 1)!!` of ways to choose `m` disjoint pairs among `n` factors,
with the convention that the double factorial is `1` for `m = 0`. -/
def pairings (n m : ℕ) : ℕ := n.choose (2 * m) * (2 * m - 1)‼
```

In \(bN_n+N_na\), the coefficient of \(b^ja^{n+1-j}\) is \(\binom{n}{j-1}+\binom nj=\binom{n+1}{j}\). Hence \(N_{n+1}=bN_n+N_na\), whatever \(a\) and \(b\) are. The Lean proof writes both products as sums (`h1`, `h2`) and aligns their indices before applying Pascal's rule.

```lean
/-- A new factor enters a normally ordered power either as `b` on the far left or as `a`
on the far right. -/
theorem normalPow_succ (a b : R) (n : ℕ) :
    normalPow a b (n + 1) = b * normalPow a b n + normalPow a b n * a := by
  have h1 : normalPow a b n * a
      = ∑ k ∈ range (n + 1 + 1), n.choose k • (b ^ k * a ^ (n + 1 - k)) := by
    rw [sum_range_succ, Nat.choose_succ_self, zero_smul, add_zero, normalPow, sum_mul]
    refine sum_congr rfl fun k hk => ?_
    have hk' : n + 1 - k = (n - k) + 1 := by
      have := mem_range.mp hk
      omega
    rw [hk', pow_succ, smul_mul_assoc, mul_assoc]
  have h2 : b * normalPow a b n
      = ∑ k ∈ range (n + 1), n.choose k • (b ^ (k + 1) * a ^ (n - k)) := by
    rw [normalPow, mul_sum]
    refine sum_congr rfl fun k _ => ?_
    rw [pow_succ', mul_smul_comm, mul_assoc]
  -- Pascal's rule, term by term
  rw [h1, h2, normalPow, sum_range_succ' _ (n + 1), sum_range_succ' _ (n + 1),
    ← add_assoc, ← sum_add_distrib]
  refine congrArg₂ (· + ·) (sum_congr rfl fun k _ => ?_) (by simp)
  rw [Nat.choose_succ_succ', add_smul, Nat.add_sub_add_right]
```

## The commutator \(c\) commutes with \(b\)

Hypothesis `h` names the commutator, \(c=ab-ba\); `hcb` says that \(c\) commutes with \(b\). Physically, contracting a pair leaves a factor that can be moved past creation operators. By induction, \([a,N_n]=n\,cN_{n-1}\):

\[
\begin{aligned}
[a,N_{n+1}]&=(ab-ba)N_n+b[a,N_n]+[a,N_n]a\\
&=cN_n+n\,(bcN_{n-1}+cN_{n-1}a)\\
&=cN_n+n\,c(bN_{n-1}+N_{n-1}a)=(n+1)\,cN_n.
\end{aligned}
\]

For \(n=0\) the terms with factor \(n\) are absent. The third line uses \(bc=cb\), which is the rewrite with `hcb.eq` inside `key`; the `calc` block is the rest of the display.

Without this hypothesis the identity already fails at \(n=2\): the left side is \(cb+bc+2ca\), the right side \(2cb+2ca\), and they agree exactly when \(bc=cb\).

```lean
/-- If `ab - ba = c` and `c` commutes with `b`, the commutator of `a` with `:(a + b)^n:`
is `n c :(a + b)^(n-1):`. -/
theorem commutator_normalPow (h : a * b - b * a = c) (hcb : Commute c b) (n : ℕ) :
    a * normalPow a b n - normalPow a b n * a = n • (c * normalPow a b (n - 1)) := by
  induction n with
  | zero => simp [normalPow]
  | succ n ih =>
    have key : n • (b * (c * normalPow a b (n - 1)) + c * normalPow a b (n - 1) * a)
        = n • (c * normalPow a b n) := by
      rcases n with _ | k
      · simp
      · rw [Nat.add_sub_cancel, normalPow_succ, mul_add, ← mul_assoc b c, ← hcb.eq]
        simp only [mul_assoc]
    rw [Nat.add_sub_cancel, normalPow_succ]
    calc a * (b * normalPow a b n + normalPow a b n * a)
          - (b * normalPow a b n + normalPow a b n * a) * a
        = (a * b - b * a) * normalPow a b n
          + b * (a * normalPow a b n - normalPow a b n * a)
          + (a * normalPow a b n - normalPow a b n * a) * a := by noncomm_ring
      _ = c * normalPow a b n
          + n • (b * (c * normalPow a b (n - 1)) + c * normalPow a b (n - 1) * a) := by
          rw [h, ih, mul_smul_comm, smul_mul_assoc, smul_add, add_assoc]
      _ = (n + 1) • (c * normalPow a b n) := by rw [key, succ_nsmul']
```

Since \((a+b)N_n=bN_n+N_na+[a,N_n]\), it follows that
\[
(a+b)N_n=N_{n+1}+n\,cN_{n-1}.
\]
The new factor stays free or contracts with one of \(n\) others.

```lean
/-- If `ab - ba = c` and `c` commutes with `b`, multiplying `:(a + b)^n:` by `a + b` gives
the next normally ordered power plus `n` single contractions. -/
theorem add_mul_normalPow (h : a * b - b * a = c) (hcb : Commute c b) (n : ℕ) :
    (a + b) * normalPow a b n
      = normalPow a b (n + 1) + n • (c * normalPow a b (n - 1)) := by
  rw [normalPow_succ, ← commutator_normalPow h hcb]
  noncomm_ring
```

The pairing numbers obey the same alternative:
\[
p(n+1,m+1)=p(n,m+1)+(n-2m)\,p(n,m).
\]
To see this, split \(\binom{n+1}{2m+2}\) by Pascal's rule, write \((2m+1)!!=(2m+1)(2m-1)!!\), and use \((2m+1)\binom{n}{2m+1}=(n-2m)\binom{n}{2m}\). These are the steps `Nat.choose_succ_succ'`, `e` and `hc`.

```lean
/-- Among `n + 1` factors, the last one is either unpaired or paired with one of the `n - 2m`
factors left free by `m` pairs. -/
theorem pairings_succ (n m : ℕ) :
    pairings (n + 1) (m + 1) = pairings n (m + 1) + (n - 2 * m) * pairings n m := by
  have e : (2 * (m + 1) - 1)‼ = (2 * m + 1) * (2 * m - 1)‼ := by
    rcases m with _ | k
    · rfl
    · rw [show 2 * (k + 1 + 1) - 1 = 2 * k + 1 + 2 by omega,
        show 2 * (k + 1) - 1 = 2 * k + 1 by omega, Nat.doubleFactorial_add_two]
      ring
  have hc := Nat.choose_succ_right_eq n (2 * m)
  unfold pairings
  rw [e, show 2 * (m + 1) = 2 * m + 1 + 1 by ring, Nat.choose_succ_succ']
  calc (n.choose (2 * m + 1) + n.choose (2 * m + 1 + 1)) * ((2 * m + 1) * (2 * m - 1)‼)
      = n.choose (2 * m + 1 + 1) * ((2 * m + 1) * (2 * m - 1)‼)
        + (n.choose (2 * m + 1) * (2 * m + 1)) * (2 * m - 1)‼ := by ring
    _ = _ := by rw [hc]; ring
```

## The commutator also commutes with \(a\)

With `hca`, contractions can be collected on the left as \(c^m\). Assume \((a+b)^n=\sum_m p(n,m)c^mN_{n-2m}\) and multiply by \(a+b\) from the left. Moving it past \(c^m\) uses both commutation hypotheses and gives

\[
(a+b)^{n+1}=\sum_m p(n,m)\left[c^mN_{n+1-2m}+(n-2m)c^{m+1}N_{n-1-2m}\right].
\]

The coefficient of \(c^{m+1}N_{n-1-2m}\) is \(p(n,m+1)+(n-2m)p(n,m)=p(n+1,m+1)\), and that of \(N_{n+1}\) is 1. In Lean, `step` performs the multiplication, `A` and `B` reindex the free and contracted parts, and `pairings_succ` joins them.

Given `hcb`, the case \(n=3\) requires \((a+b)c=c(a+b)\), hence \(ac=ca\). The operators \(a=x\,d/dx\), \(b=x\) have \(c=x\), which commutes with \(b\) but not with \(a\), and the formula fails for them.

The bound `n < 2 * M` only ensures that the sum is long enough: \(n=2\), \(M=1\) would lose the term \(c\).

```lean
/-- Normal ordering of `(a + b)^n` when `ab - ba = c` commutes with `a` and `b`: each of the
`m` contractions contributes a factor `c`. The sum may stop at any `M` with `n < 2M`. -/
theorem add_pow_of_central (h : a * b - b * a = c) (hca : Commute c a) (hcb : Commute c b)
    (n : ℕ) : ∀ M : ℕ, n < 2 * M →
      (a + b) ^ n = ∑ m ∈ range M, pairings n m • (c ^ m * normalPow a b (n - 2 * m)) := by
  have z : ∀ n m, n < 2 * m → pairings n m = 0 := fun n m hm => by
    rw [pairings, Nat.choose_eq_zero_of_lt hm, zero_mul]
  have p0 : ∀ n, pairings n 0 = 1 := fun n => by simp [pairings, Nat.doubleFactorial]
  induction n with
  | zero =>
    intro M hM
    obtain ⟨K, rfl⟩ : ∃ K, M = K + 1 := ⟨M - 1, by omega⟩
    rw [pow_zero, sum_range_succ', sum_eq_zero
      (fun m _ => by rw [z 0 (m + 1) (by omega), zero_smul]), zero_add]
    simp [p0, normalPow]
  | succ n ih =>
    intro M hM
    obtain ⟨K, rfl⟩ : ∃ K, M = K + 1 := ⟨M - 1, by omega⟩
    have step : ∀ m, (a + b) * (pairings n m • (c ^ m * normalPow a b (n - 2 * m)))
        = pairings n m • (c ^ m * normalPow a b (n - 2 * m + 1))
          + ((n - 2 * m) * pairings n m) • (c ^ (m + 1) * normalPow a b (n - 2 * m - 1)) := by
      intro m
      have hc : (a + b) * c ^ m = c ^ m * (a + b) :=
        ((hca.symm.add_left hcb.symm).pow_right m).eq
      rw [mul_smul_comm, ← mul_assoc, hc, mul_assoc, add_mul_normalPow h hcb, mul_add,
        smul_add, mul_smul_comm, smul_smul, mul_comm (pairings n m), pow_succ,
        mul_assoc (c ^ m) c]
    -- the new factor stays free
    have A : ∑ m ∈ range (K + 1), pairings n m • (c ^ m * normalPow a b (n - 2 * m + 1))
        = ∑ m ∈ range K, pairings n (m + 1) •
            (c ^ (m + 1) * normalPow a b (n + 1 - 2 * (m + 1))) + normalPow a b (n + 1) := by
      rw [sum_range_succ']
      refine congrArg₂ (· + ·) (sum_congr rfl fun m _ => ?_) (by simp [p0])
      by_cases hm : n < 2 * (m + 1)
      · simp only [z _ _ hm, zero_smul]
      · rw [show n + 1 - 2 * (m + 1) = n - 2 * (m + 1) + 1 by omega]
    -- the new factor is contracted
    have B : ∑ m ∈ range (K + 1), ((n - 2 * m) * pairings n m) •
          (c ^ (m + 1) * normalPow a b (n - 2 * m - 1))
        = ∑ m ∈ range K, ((n - 2 * m) * pairings n m) •
            (c ^ (m + 1) * normalPow a b (n + 1 - 2 * (m + 1))) := by
      rw [sum_range_succ, show n - 2 * K = 0 by omega, zero_mul, zero_smul, add_zero]
      refine sum_congr rfl fun m _ => ?_
      rw [show n + 1 - 2 * (m + 1) = n - 2 * m - 1 by omega]
    rw [pow_succ', ih (K + 1) (by omega), mul_sum, sum_congr rfl (fun m _ => step m),
      sum_add_distrib, A, B, sum_range_succ', add_right_comm, ← sum_add_distrib]
    refine congrArg₂ (· + ·) (sum_congr rfl fun m _ => ?_) (by simp [p0])
    rw [pairings_succ, add_smul]
```

The same theorem with \(a\) and \(b\) exchanged, and \(c\) replaced by \(-c\), gives the antinormally ordered expansion, with signs \((-1)^m\).

## The commutator is 1

This is the canonical commutation relation. Both commutation hypotheses become trivial, and the proof sets \(c=1\) and unfolds the definitions. The range `n / 2 + 1` uses integer division, so \(m\) runs from 0 to \(\lfloor n/2\rfloor\).

At \(n=2\) the formula is equivalent to \(ab-ba=1\). It therefore fails for ladder matrices truncated to \(d\) number states, whose commutator has last diagonal entry \(1-d\).

```lean
/-- Normal ordering of `(a + b)^n` for `ab - ba = 1`, with all coefficients explicit;
`m` counts the contractions. -/
theorem add_pow_normal_ordered (h : a * b - b * a = 1) (n : ℕ) :
    (a + b) ^ n = ∑ m ∈ range (n / 2 + 1), (n.choose (2 * m) * (2 * m - 1)‼) •
      ∑ k ∈ range (n - 2 * m + 1), (n - 2 * m).choose k • (b ^ k * a ^ (n - 2 * m - k)) := by
  rw [add_pow_of_central h (Commute.one_left a) (Commute.one_left b) n (n / 2 + 1) (by omega)]
  refine sum_congr rfl fun m _ => ?_
  rw [one_pow, one_mul]
  rfl
```

The step left to the physicist is to pass from ring elements to the unbounded operators \(a,a^\dagger\), for instance by letting them act on finite combinations of number states.

## The vacuum is annihilated from both sides

The additive map `E` is an expectation, not an energy: \(E(x)=\langle0|x|0\rangle\), where \(x\) is now any ring element and not only the position, with \(E(1)=1\) for a normalised vacuum. Hypothesis `hb` expresses \(\langle0|a^\dagger=0\), and `ha` expresses \(a|0\rangle=0\). Because \(N_{j+1}=bN_j+N_ja\), every term with an uncontracted factor vanishes; this is `v` in the proof. Only \(m=n\) survives in \((a+b)^{2n}\), giving \((2n-1)!!\,E(1)\), and nothing survives in odd powers. These are Gaussian moments.

In a coherent state of amplitude \(\alpha\ne0\) both conditions fail, and the first moment is \(2\,\mathrm{Re}\,\alpha\), which need not vanish. The sides are easily swapped when the hypotheses are written down: \(E(ax)=0\) and \(E(xb)=0\) would give the second moment \(-E(1)\).

```lean
/-- Let `ab - ba = 1` and let `E` be an additive map that vanishes on all products `b x` and
`x a`. Then the even moments of `a + b` are `(2n - 1)!! E(1)` and the odd moments are zero. -/
theorem vacuum_moments {S : Type*} [AddCommMonoid S] (h : a * b - b * a = 1) (E : R →+ S)
    (hb : ∀ x, E (b * x) = 0) (ha : ∀ x, E (x * a) = 0) (n : ℕ) :
    E ((a + b) ^ (2 * n)) = (2 * n - 1)‼ • E 1 ∧ E ((a + b) ^ (2 * n + 1)) = 0 := by
  -- only the fully contracted term survives
  have v : ∀ N m, 2 * m < N →
      E (pairings N m • ((1 : R) ^ m * normalPow a b (N - 2 * m))) = 0 := by
    intro N m hm
    obtain ⟨j, hj⟩ : ∃ j, N - 2 * m = j + 1 := ⟨N - 2 * m - 1, by omega⟩
    rw [map_nsmul, one_pow, one_mul, hj, normalPow_succ, map_add, hb, ha, add_zero, smul_zero]
  have n0 : normalPow a b 0 = 1 := by simp [normalPow]
  have key := add_pow_of_central h (Commute.one_left a) (Commute.one_left b)
  constructor
  · rw [key (2 * n) (n + 1) (by omega), map_sum, sum_range_succ,
      sum_eq_zero (fun m hm => v (2 * n) m (by have := mem_range.mp hm; omega)), zero_add,
      map_nsmul, one_pow, one_mul, Nat.sub_self, n0, pairings, Nat.choose_self, one_mul]
  · rw [key (2 * n + 1) (n + 1) (by omega), map_sum]
    exact sum_eq_zero fun m hm => v (2 * n + 1) m (by have := mem_range.mp hm; omega)
```

Complex polynomials provide an example with \(E(1)=1\): \(a\) differentiates, \(b\) multiplies by \(X\), and the constant polynomial 1 is the vacuum. `E` takes an operator \(T\) to the constant term of \(T1\).

```lean
/-- On complex polynomials, `a = d/dX` and `b =` multiplication by `X` satisfy `ab - ba = 1`,
and the map sending `T` to the constant term of `T 1` vanishes on all `b T` and `T a` and
equals `1` on the identity. -/
theorem vacuum_moments_witness :
    let a : Module.End ℂ ℂ[X] := Polynomial.derivative
    let b : Module.End ℂ ℂ[X] := LinearMap.mulLeft ℂ X
    a * b - b * a = 1 ∧
      (∀ T : Module.End ℂ ℂ[X], ((b * T) 1).coeff 0 = 0 ∧ ((T * a) 1).coeff 0 = 0) ∧
      ((1 : Module.End ℂ ℂ[X]) 1).coeff 0 = 1 := by
  intro a b
  refine ⟨LinearMap.ext fun p => ?_, fun T => ⟨?_, ?_⟩, ?_⟩
  · simp [a, b, Module.End.mul_apply, Polynomial.derivative_mul]
  · simp [b, Module.End.mul_apply]
  · simp [a, Module.End.mul_apply]
  · simp

end QuadratureOrdering
```

```lean
#print axioms QuadratureOrdering.add_pow_normal_ordered
#print axioms QuadratureOrdering.vacuum_moments
```

```
'QuadratureOrdering.add_pow_normal_ordered' depends on axioms: [propext, Classical.choice, Quot.sound]
'QuadratureOrdering.vacuum_moments' depends on axioms: [propext, Classical.choice, Quot.sound]
```
